# Finitely many commuting Hermitian matrices are real polynomials in one Hermitian matrix

Whether one measurement can fix the values of several compatible observables is treated here as a question about functions of an observable, and such a function is taken to be a real polynomial in its matrix. Since a finite matrix has finitely many eigenvalues, polynomials can reproduce any real function on them.

An observable is a Hermitian `Matrix n n ℂ`, where the finite type `n` labels the basis states. The type `ι` labels the family of observables. `aeval C p` is \(p(C)\), with the constant term multiplying the identity, `*ᵥ` applies a matrix to a vector, and `•` multiplies by a number.

```lean
import Mathlib

open Matrix Polynomial

namespace GeneratingObservable

noncomputable section

variable {n ι : Type*} [Fintype n] [DecidableEq n]
```

## (a) A polynomial acting on an eigenvector

Let \(Cv=cv\) with \(c\) real, and let \(p\) be a real polynomial. Show that
\[p(C)v=p(c)v.\]

If \(C^kv=c^kv\), then \(C^{k+1}v=C^k(Cv)=c\,C^kv=c^{k+1}v\), and \(k=0\) is clear. A monomial \(rx^k\) therefore acts as \(rc^k\), and sums add. In Lean, `hpow` is the induction on powers; a second induction builds \(p\) from monomials.

```lean
/-- On an eigenvector of `C` with real eigenvalue `c`, a real polynomial `p` in `C` acts as
multiplication by `p(c)`. -/
theorem aeval_mulVec {C : Matrix n n ℂ} {c : ℝ} {v : n → ℂ} (h : C *ᵥ v = c • v)
    (p : ℝ[X]) : aeval C p *ᵥ v = p.eval c • v := by
  have hpow : ∀ k : ℕ, C ^ k *ᵥ v = c ^ k • v := by
    intro k
    induction k with
    | zero => simp
    | succ k ih =>
      rw [pow_succ, ← Matrix.mulVec_mulVec, h, Matrix.mulVec_smul, ih, smul_smul, pow_succ']
  induction p using Polynomial.induction_on' with
  | add p q hp hq => rw [map_add, Matrix.add_mulVec, hp, hq, eval_add, add_smul]
  | monomial k r =>
    rw [aeval_monomial, Algebra.algebraMap_eq_smul_one, smul_mul_assoc, one_mul,
      Matrix.smul_mulVec, hpow, smul_smul, eval_monomial]
```

## (b) The same rule for matrices

Let \(CR=cR\) for a matrix \(R\) and real \(c\). Show that
\[p(C)R=p(c)R.\]

Each column of \(R\) satisfies the equation in (a), so the rule holds column by column.

```lean
/-- If every column of `R` satisfies the eigenvalue equation of `C` with the same real `c`,
then `p(C) R = p(c) R` for every real polynomial `p`. -/
theorem aeval_mul {C R : Matrix n n ℂ} {c : ℝ} (h : C * R = c • R) (p : ℝ[X]) :
    aeval C p * R = p.eval c • R := by
  ext i j
  have hcol : C *ᵥ (fun k => R k j) = c • (fun k => R k j) := by
    ext l
    exact congrArg (fun M : Matrix n n ℂ => M l j) h
  exact congrFun (aeval_mulVec hcol p) i
```

## (c) Resolving the identity

For Hermitian \(A\), find real \(a_i\) and matrices \(E_i\) with
\[AE_i=a_iE_i,\qquad \sum_iE_i=1.\]

Put orthonormal eigenvectors of \(A\) into the columns of a unitary \(V\), and set \((E_j)_{kl}=V_{kj}V_{lj}^*\), which is \(|v_j\rangle\langle v_j|\). Then
\[(AE_j)_{kl}=\sum_mA_{km}V_{mj}V_{lj}^*=a_j(E_j)_{kl},\qquad \sum_jE_j=VV^\dagger=1.\]
Mathlib supplies the eigenbasis. A degenerate eigenvalue appears once for each of its basis vectors.

```lean
/-- A Hermitian matrix has a resolution of the identity into matrices `E i` on which it acts
as multiplication by real numbers `a i`. -/
theorem spectral_resolution {A : Matrix n n ℂ} (hA : A.IsHermitian) :
    ∃ (a : n → ℝ) (E : n → Matrix n n ℂ), (∀ i, A * E i = a i • E i) ∧ ∑ i, E i = 1 := by
  let V : Matrix n n ℂ := hA.eigenvectorUnitary
  have hV : V * star V = 1 := Matrix.mem_unitaryGroup_iff.mp hA.eigenvectorUnitary.2
  refine ⟨hA.eigenvalues, fun j => Matrix.of fun k l => V k j * star (V l j), fun j => ?_, ?_⟩
  · ext k l
    have h : ∑ m, A k m * V m j = hA.eigenvalues j • V k j :=
      congrFun (hA.mulVec_eigenvectorBasis j) k
    simp only [Matrix.mul_apply, Matrix.smul_apply, Matrix.of_apply, ← mul_assoc,
      ← Finset.sum_mul]
    rw [h, smul_mul_assoc]
  · ext k l
    rw [Matrix.sum_apply]
    exact congrArg (fun M : Matrix n n ℂ => M k l) hV
```

## (d) Comparing matrices piece by piece

Let \(\sum_iE_i=1\) and \(ME_i=NE_i\) for all \(i\). Show that \(M=N\).

Insert the identity on the right:
\[M=\sum_iME_i=\sum_iNE_i=N.\]

```lean
private theorem eq_of_mul_eq {E : n → Matrix n n ℂ} (hE : ∑ i, E i = 1)
    {M N : Matrix n n ℂ} (h : ∀ i, M * E i = N * E i) : M = N := by
  calc M = ∑ i, M * E i := by rw [← Finset.mul_sum, hE, mul_one]
    _ = ∑ i, N * E i := Finset.sum_congr rfl fun i _ => h i
    _ = N := by rw [← Finset.mul_sum, hE, mul_one]
```

## (e) Interpolation with repeated nodes

Let \(c_k,f_k\) be finite lists of real numbers such that \(c_k=c_l\) implies \(f_k=f_l\). Find a real polynomial with
\[p(c_k)=f_k\quad\text{for all }k.\]

Let \(S\) be the set of distinct \(c_k\). The condition makes \(g(c_k)=f_k\) a well-defined function on \(S\), and Lagrange's formula gives
\[p(x)=\sum_{s\in S}g(s)\prod_{s'\in S,\ s'\ne s}\frac{x-s'}{s-s'}.\]
In Lean, \(S\) is `Finset.univ.image c` and \(g\) is `Function.extend c f 0`.

```lean
private theorem exists_interpolation {κ : Type*} [Fintype κ] (c f : κ → ℝ)
    (hf : ∀ k l, c k = c l → f k = f l) : ∃ p : ℝ[X], ∀ k, p.eval (c k) = f k := by
  classical
  have hfac : Function.FactorsThrough f c := fun k l h => hf k l h
  refine ⟨Lagrange.interpolate (Finset.univ.image c) id (Function.extend c f 0), fun k => ?_⟩
  have h := Lagrange.eval_interpolate_at_node (s := Finset.univ.image c) (v := id)
    (Function.extend c f 0) (Set.injOn_id _)
    (Finset.mem_image_of_mem c (Finset.mem_univ k))
  exact h.trans (hfac.extend_apply _ k)
```

## (f) Polynomials preserve commutation

Let \(AB=BA\). Show that
\[p(A)B=Bp(A).\]

Moving \(B\) past one factor at a time gives \(A^kB=BA^k\). Real linear combinations of these equations give the claim.

```lean
private theorem aeval_commute {A B : Matrix n n ℂ} (h : Commute A B) (p : ℝ[X]) :
    Commute (aeval A p) B := by
  induction p using Polynomial.induction_on' with
  | add p q hp hq => rw [map_add]; exact hp.add_left hq
  | monomial k r =>
    rw [aeval_monomial]
    exact Commute.mul_left (Algebra.commutes r B) (h.pow_left k)
```

## (g) Joint eigenmatrices

For commuting Hermitian \(A,B\), find real \(a_i,b_j\) and matrices \(R_{ij}\) with
\[AR_{ij}=a_iR_{ij},\qquad BR_{ij}=b_jR_{ij},\]
such that \(MR_{ij}=NR_{ij}\) for all \(i,j\) implies \(M=N\).

Take \(a_i,E_i\) for \(A\) and \(b_j,F_j\) for \(B\) from (c). By (e) there is \(q_i\) with \(q_i(a_k)=1\) if \(a_k=a_i\), and 0 otherwise. Set \(R_{ij}=q_i(A)F_j\).

By (b),
\[Aq_i(A)E_k=q_i(a_k)a_kE_k=a_iq_i(a_k)E_k=a_iq_i(A)E_k,\]
so (d) gives \(Aq_i(A)=a_iq_i(A)\), which is `hP`. By (f), \(BR_{ij}=q_i(A)BF_j=b_jR_{ij}\).

If \(MR_{ij}=NR_{ij}\) for all \(i,j\), then (d) with the \(F_j\) gives \(Mq_i(A)=Nq_i(A)\). Multiplying by \(E_i\) and using \(q_i(A)E_i=E_i\) gives \(ME_i=NE_i\), hence \(M=N\). An \(R_{ij}\) is zero if its pair of eigenvalues never occurs jointly.

```lean
/-- Two commuting Hermitian matrices have joint eigenmatrices `R i j` that are complete:
two matrices that agree after multiplication with every `R i j` are equal. -/
theorem joint_eigenmatrices {A B : Matrix n n ℂ} (hA : A.IsHermitian) (hB : B.IsHermitian)
    (hAB : Commute A B) : ∃ (a b : n → ℝ) (R : n → n → Matrix n n ℂ),
      (∀ i j, A * R i j = a i • R i j) ∧ (∀ i j, B * R i j = b j • R i j) ∧
      ∀ M N : Matrix n n ℂ, (∀ i j, M * R i j = N * R i j) → M = N := by
  obtain ⟨a, E, hE, hE1⟩ := spectral_resolution hA
  obtain ⟨b, F, hF, hF1⟩ := spectral_resolution hB
  -- `q i` is one at the eigenvalue `a i` and zero at the other eigenvalues
  choose q hq using fun i => exists_interpolation a
    (fun k => if a k = a i then (1 : ℝ) else 0) (fun k l h => by simp [h])
  have hP : ∀ i, A * aeval A (q i) = a i • aeval A (q i) := by
    intro i
    apply eq_of_mul_eq hE1
    intro k
    rw [mul_assoc, smul_mul_assoc, aeval_mul (hE k), hq, mul_smul_comm, hE]
    by_cases h : a k = a i <;> simp [h]
  refine ⟨a, b, fun i j => aeval A (q i) * F j, fun i j => ?_, fun i j => ?_,
    fun M N h => eq_of_mul_eq hE1 fun i => ?_⟩
  · show A * (aeval A (q i) * F j) = a i • (aeval A (q i) * F j)
    rw [← mul_assoc, hP, smul_mul_assoc]
  · show B * (aeval A (q i) * F j) = b j • (aeval A (q i) * F j)
    rw [← mul_assoc, ← (aeval_commute hAB (q i)).eq, mul_assoc, hF, mul_smul_comm]
  · have h1 : M * aeval A (q i) = N * aeval A (q i) :=
      eq_of_mul_eq hF1 fun j => by rw [mul_assoc, mul_assoc]; exact h i j
    have h2 : aeval A (q i) * E i = E i := by
      rw [aeval_mul (hE i), hq]; simp
    rw [← h2, ← mul_assoc, ← mul_assoc, h1]
```

## (h) Two observables from one mixture

For commuting Hermitian \(A,B\), find a real \(t\) and real polynomials \(p,q\) with
\[p(A+tB)=A,\qquad q(A+tB)=B.\]

Suppose \(a_i+tb_j=a_{i'}+tb_{j'}\) with \(b_j\ne b_{j'}\). Then
\[t=\frac{a_{i'}-a_i}{b_j-b_{j'}},\]
which allows only finitely many values. Choose \(t\) outside them: equal sums then force \(b_j=b_{j'}\), and so \(a_i=a_{i'}\). These are `hb` and `ha`, the conditions needed in (e) for polynomials with
\[p(a_i+tb_j)=a_i,\qquad q(a_i+tb_j)=b_j.\]
As \((A+tB)R_{ij}=(a_i+tb_j)R_{ij}\), part (b) gives \(p(A+tB)R_{ij}=a_iR_{ij}=AR_{ij}\), and likewise for \(q\) and \(B\). Completeness in (g) finishes the argument.

```lean
/-- For two commuting Hermitian matrices some real mixture `A + t B` has both `A` and `B` as
real polynomials in it. -/
theorem exists_generating_pair {A B : Matrix n n ℂ} (hA : A.IsHermitian)
    (hB : B.IsHermitian) (hAB : Commute A B) :
    ∃ (t : ℝ) (p q : ℝ[X]), aeval (A + t • B) p = A ∧ aeval (A + t • B) q = B := by
  obtain ⟨a, b, R, hRa, hRb, hR⟩ := joint_eigenmatrices hA hB hAB
  -- only finitely many `t` let two different pairs of eigenvalues collide
  obtain ⟨t, ht⟩ := (Set.finite_range (fun x : (n × n) × (n × n) =>
    (a x.2.1 - a x.1.1) / (b x.1.2 - b x.2.2))).infinite_compl.nonempty
  have hb : ∀ x y : n × n, a x.1 + t * b x.2 = a y.1 + t * b y.2 → b x.2 = b y.2 := by
    intro x y h
    by_contra hne
    refine ht ⟨(x, y), ?_⟩
    show (a y.1 - a x.1) / (b x.2 - b y.2) = t
    rw [div_eq_iff (sub_ne_zero.mpr hne)]
    linear_combination -h
  have ha : ∀ x y : n × n, a x.1 + t * b x.2 = a y.1 + t * b y.2 → a x.1 = a y.1 := by
    intro x y h
    rw [hb x y h] at h
    linarith
  obtain ⟨p, hp⟩ := exists_interpolation (fun x : n × n => a x.1 + t * b x.2) _ ha
  obtain ⟨q, hq⟩ := exists_interpolation (fun x : n × n => a x.1 + t * b x.2) _ hb
  have hC : ∀ i j, (A + t • B) * R i j = (a i + t * b j) • R i j := by
    intro i j
    rw [add_mul, smul_mul_assoc, hRa, hRb, smul_smul, add_smul]
  refine ⟨t, p, q, hR _ _ fun i j => ?_, hR _ _ fun i j => ?_⟩
  · rw [aeval_mul (hC i j), show p.eval (a i + t * b j) = a i from hp (i, j), hRa]
  · rw [aeval_mul (hC i j), show q.eval (a i + t * b j) = b j from hq (i, j), hRb]
```

## (i) Real mixtures are Hermitian

For Hermitian \(A_k\), real \(c_k\) and a finite index set \(s\), show that
\[\Bigl(\sum_{k\in s}c_kA_k\Bigr)^\dagger=\sum_{k\in s}c_kA_k.\]

The adjoint acts term by term and leaves each \(c_k\) and \(A_k\) unchanged.

```lean
omit [Fintype n] [DecidableEq n] in
private theorem isHermitian_sum {A : ι → Matrix n n ℂ} (hA : ∀ k, (A k).IsHermitian)
    (s : Finset ι) (c : ι → ℝ) : (∑ k ∈ s, c k • A k).IsHermitian := by
  rw [Matrix.IsHermitian, Matrix.conjTranspose_sum]
  refine Finset.sum_congr rfl fun k _ => ?_
  rw [Matrix.conjTranspose_smul, star_trivial, (hA k).eq]
```

## (j) One generator for the whole family

For finitely many pairwise commuting Hermitian \(A_k\), find a Hermitian \(C\), real \(c_k\) and real polynomials \(p_k\) with
\[C=\sum_kc_kA_k,\qquad A_k=p_k(C)\quad\text{for all }k.\]

Add one observable at a time, starting from the empty sum. Suppose \(C_s=\sum_{l\in s}c_lA_l\) generates the members in \(s\), and let \(A_j\) be new. \(C_s\) is Hermitian by (i) and commutes with \(A_j\), so (h) gives \(t,u,v\) with
\[C'=C_s+tA_j,\qquad u(C')=C_s,\qquad v(C')=A_j.\]
The earlier members are \(A_k=p_k(u(C'))\). In Lean, `comp` composes the polynomials, and `Function.update` stores \(t\) and \(v\) at index \(j\).

```lean
/-- Finitely many pairwise commuting Hermitian matrices are all real polynomials in one
Hermitian matrix `C`, which can be chosen as a real linear combination of them. -/
theorem exists_generating_observable [Fintype ι] {A : ι → Matrix n n ℂ}
    (hA : ∀ k, (A k).IsHermitian) (hc : ∀ k l, Commute (A k) (A l)) :
    ∃ C : Matrix n n ℂ, C.IsHermitian ∧ (∃ c : ι → ℝ, C = ∑ k, c k • A k) ∧
      ∃ p : ι → ℝ[X], ∀ k, A k = aeval C (p k) := by
  classical
  have key : ∀ s : Finset ι, ∃ (c : ι → ℝ) (p : ι → ℝ[X]),
      ∀ k ∈ s, aeval (∑ l ∈ s, c l • A l) (p k) = A k := by
    intro s
    induction s using Finset.induction_on with
    | empty => exact ⟨0, 0, by simp⟩
    | insert j s hj ih =>
      obtain ⟨c, p, hp⟩ := ih
      -- merge the generator found so far with the new observable
      obtain ⟨t, u, v, hu, hv⟩ := exists_generating_pair (isHermitian_sum hA s c) (hA j)
        (Commute.sum_left s _ _ fun l _ => (hc l j).smul_left (c l))
      have hsum : ∑ l ∈ insert j s, Function.update c j t l • A l
          = ∑ l ∈ s, c l • A l + t • A j := by
        rw [Finset.sum_insert hj, Function.update_self, add_comm]
        congr 1
        refine Finset.sum_congr rfl fun l hl => ?_
        rw [Function.update_of_ne (ne_of_mem_of_not_mem hl hj)]
      refine ⟨Function.update c j t, Function.update (fun k => (p k).comp u) j v, ?_⟩
      intro k hk
      rw [hsum]
      by_cases hkj : k = j
      · rw [hkj, Function.update_self, hv]
      · rw [Function.update_of_ne hkj, aeval_comp, hu,
          hp k (Finset.mem_of_mem_insert_of_ne hk hkj)]
  obtain ⟨c, p, hp⟩ := key Finset.univ
  exact ⟨_, isHermitian_sum hA _ c, ⟨c, rfl⟩, p, fun k => (hp k (Finset.mem_univ k)).symm⟩
```

## (k) The converse

Show that a finite family \(A_k\) is Hermitian and pairwise commuting if and only if there are a Hermitian \(C\) and real polynomials \(p_k\) with
\[A_k=p_k(C)\quad\text{for all }k.\]

One direction is (j). For the other, \(p_k(C)\) is a real combination of Hermitian powers of \(C\), hence Hermitian by (i). Moreover, \(p_k(C)p_l(C)=p_l(C)p_k(C)\), because polynomials commute.

```lean
/-- A finite family of matrices is Hermitian and pairwise commuting exactly when all its
members are real polynomials in one Hermitian matrix. -/
theorem commuting_iff_generated [Fintype ι] (A : ι → Matrix n n ℂ) :
    ((∀ k, (A k).IsHermitian) ∧ ∀ k l, Commute (A k) (A l)) ↔
      ∃ C : Matrix n n ℂ, C.IsHermitian ∧ ∃ p : ι → ℝ[X], ∀ k, A k = aeval C (p k) := by
  constructor
  · rintro ⟨hA, hc⟩
    obtain ⟨C, hC, -, hp⟩ := exists_generating_observable hA hc
    exact ⟨C, hC, hp⟩
  · rintro ⟨C, hC, p, hp⟩
    refine ⟨fun k => ?_, fun k l => ?_⟩
    · rw [hp k, aeval_eq_sum_range, Finset.sum_range]
      exact isHermitian_sum (fun i => hC.pow _) _ _
    · rw [hp k, hp l]
      exact (Commute.all (p k) (p l)).map (aeval C)
```

## (l) Reading all values from one eigenvalue

For a family as in (j), find a Hermitian \(C\) and real functions \(f_k\) such that, for every real \(c\) and vector \(v\),
\[Cv=cv\quad\Longrightarrow\quad A_kv=f_k(c)v\quad\text{for all }k.\]

Take \(C\) and \(p_k\) from (j), set \(f_k(c)=p_k(c)\), and apply (a).

The step to the laboratory is the projective measurement postulate: the outcome is an eigenvalue \(c\) of \(C\), and the state afterwards lies in its eigenspace. \(C\) may be degenerate, so \(c\) need not fix the state. If several symmetry operators are represented in a finite basis by commuting Hermitian matrices, diagonalising such a \(C\) gives simultaneous eigenvectors of these matrices.

```lean
/-- For finitely many pairwise commuting Hermitian matrices there is a Hermitian `C` whose
eigenvectors are eigenvectors of every `A k`, with eigenvalue a function of that of `C`. -/
theorem measurement_determines_all [Fintype ι] {A : ι → Matrix n n ℂ}
    (hA : ∀ k, (A k).IsHermitian) (hc : ∀ k l, Commute (A k) (A l)) :
    ∃ C : Matrix n n ℂ, C.IsHermitian ∧ ∃ f : ι → ℝ → ℝ,
      ∀ (c : ℝ) (v : n → ℂ), C *ᵥ v = c • v → ∀ k, A k *ᵥ v = f k c • v := by
  obtain ⟨C, hC, -, p, hp⟩ := exists_generating_observable hA hc
  refine ⟨C, hC, fun k c => (p k).eval c, fun c v hv k => ?_⟩
  rw [hp k]
  exact aeval_mulVec hv (p k)
```

## Two spins in the product basis

In units of \(\hbar/2\), the \(z\) components of two spins are diagonal in the basis \(\uparrow\uparrow,\uparrow\downarrow,\downarrow\uparrow,\downarrow\downarrow\).

```lean
/-- The Pauli `Z` matrix of the first of two spins, in the product basis. -/
def Z₁ : Matrix (Fin 4) (Fin 4) ℂ := Matrix.diagonal ![1, 1, -1, -1]

/-- The Pauli `Z` matrix of the second of two spins, in the product basis. -/
def Z₂ : Matrix (Fin 4) (Fin 4) ℂ := Matrix.diagonal ![1, -1, 1, -1]
```

## (m) A weighted sum that separates the states

With \(C=2Z_1+Z_2\), show that
\[Z_1=\frac{13C-C^3}{12},\qquad Z_2=\frac{C^3-7C}{6}.\]

Here \(C=\mathrm{diag}(3,1,-1,-3)\) and \(C^3=\mathrm{diag}(27,1,-1,-27)\). The first formula gives \((39-27)/12=1\) and \((13-1)/12=1\); the second gives \((27-21)/6=1\) and \((1-7)/6=-1\). The other two entries follow because both polynomials are odd. Lean computes `hC` and then compares entries.

```lean
/-- For two spins the mixture `C = 2 Z₁ + Z₂` gives back both matrices as cubic polynomials:
`Z₁ = (13 C - C³) / 12` and `Z₂ = (C³ - 7 C) / 6`. -/
theorem two_spins_witness :
    Z₁ = (13 / 12 : ℂ) • ((2 : ℂ) • Z₁ + Z₂) - (1 / 12 : ℂ) • ((2 : ℂ) • Z₁ + Z₂) ^ 3 ∧
    Z₂ = (1 / 6 : ℂ) • ((2 : ℂ) • Z₁ + Z₂) ^ 3 - (7 / 6 : ℂ) • ((2 : ℂ) • Z₁ + Z₂) := by
  have hC : (2 : ℂ) • Z₁ + Z₂ = Matrix.diagonal ![3, 1, -1, -3] := by
    ext i j
    fin_cases i <;> fin_cases j <;> simp [Z₁, Z₂] <;> norm_num
  rw [hC, Matrix.diagonal_pow]
  constructor <;> ext i j <;> fin_cases i <;> fin_cases j <;> simp [Z₁, Z₂] <;> norm_num
```

## (n) The plain sum loses information

Show that, for every real polynomial \(p\),
\[p(Z_1+Z_2)\ne Z_1.\]

The states \(\uparrow\downarrow\) and \(\downarrow\uparrow\) both have eigenvalue 0 of \(Z_1+Z_2\), so by (a) \(p(Z_1+Z_2)\) multiplies both by \(p(0)\). \(Z_1\) multiplies them by \(1\) and \(-1\). Equality would require \(1=p(0)=-1\), the contradiction reached from `e1` and `e2`. The weights in (j) therefore cannot always be equal to one.

```lean
/-- No real polynomial in the plain sum `Z₁ + Z₂` equals `Z₁`. -/
theorem plain_sum_not_generating (p : ℝ[X]) : aeval (Z₁ + Z₂) p ≠ Z₁ := by
  intro h
  -- the two antiparallel states share the eigenvalue zero of the sum
  have h1 := aeval_mulVec (C := Z₁ + Z₂) (c := 0) (v := ![0, 1, 0, 0])
    (by ext i; fin_cases i <;> simp [Z₁, Z₂, Matrix.mulVec_diagonal]) p
  have h2 := aeval_mulVec (C := Z₁ + Z₂) (c := 0) (v := ![0, 0, 1, 0])
    (by ext i; fin_cases i <;> simp [Z₁, Z₂, Matrix.mulVec_diagonal]) p
  obtain ⟨r, hr⟩ : ∃ r, r = p.eval 0 := ⟨_, rfl⟩
  rw [h, ← hr] at h1 h2
  have e1 : (1 : ℂ) = r := by
    simpa [Z₁, Matrix.mulVec_diagonal] using congrFun h1 1
  have e2 : (-1 : ℂ) = r := by
    simpa [Z₁, Matrix.mulVec_diagonal] using congrFun h2 2
  have e := e1.trans e2.symm
  norm_num at e

end

end GeneratingObservable
```

```lean
#print axioms GeneratingObservable.commuting_iff_generated
#print axioms GeneratingObservable.measurement_determines_all
#print axioms GeneratingObservable.plain_sum_not_generating
```

```
'GeneratingObservable.commuting_iff_generated' depends on axioms: [propext, Classical.choice, Quot.sound]
'GeneratingObservable.measurement_determines_all' depends on axioms: [propext, Classical.choice, Quot.sound]
'GeneratingObservable.plain_sum_not_generating' depends on axioms: [propext, Classical.choice, Quot.sound]
```
